# For a positive definite shifted Hessian, the secular Newton update never cuts an overlong step below the trust radius

## Can the level shift overshoot?

When an update of my level shift overshoots, the next step is shorter than the trust radius, and I have to back up. If the shift goes down instead, the shifted Hessian may lose its positive definiteness. I minimise an energy with gradient $g$ and Hessian $H$, solve $(H+\mu I)s=-g$, and want $\|s\|=D$, where $D$ is the distance over which I trust the quadratic model. My steps start too long, and I correct $\mu$ by Newton's method on $1/\|s\|=1/D$. Do I need a safeguard against either failure?

## From the long side, the update does not cross

No, provided that $A=H+\mu I$ is positive definite and $\|s\|\ge D>0$. With $w=A^{-1}s$, the derivative of $1/\|s\|$ with respect to $\mu$ is $\langle s,w\rangle/\|s\|^3$, so your update is

$$\mu'=\mu+t,\qquad t=\frac{\|s\|^2}{\langle s,w\rangle}\,\frac{\|s\|-D}{D}.$$

Here $\langle s,w\rangle=\langle w,Aw\rangle>0$, so $t\ge0$ and the shift does not go down.

Let $s'$ be the new step, $(A+tI)s'=-g$. Since $As=-g$ too, $A(s-s')=ts'$. With $u=A^{-1}s'$ this reads $s=s'+tu$.

The form $\|x\|^2+t\langle x,A^{-1}x\rangle$ is nonnegative. Put $x=s'-cs$ with $c$ real, and use $\langle w,s'\rangle=\langle s,u\rangle$, which follows from the symmetry of $A$:

$$\langle s',s'+tu\rangle-2c\,\langle s,s'+tu\rangle+c^2P\ge0,\qquad P=\|s\|^2+t\langle s,w\rangle.$$

Replacing $s'+tu$ by $s$ gives $Pc^2-2\|s\|^2c+\langle s,s'\rangle\ge0$ for every $c$. The discriminant is therefore not positive, and Cauchy-Schwarz gives

$$\|s\|^4\le P\langle s,s'\rangle\le P\|s\|\|s'\|,\qquad\text{so}\qquad \|s\|^3\le P\|s'\|.$$

For the Newton value of $t$,

$$P=\|s\|^2+\|s\|^2\,\frac{\|s\|-D}{D}=\frac{\|s\|^3}{D},$$

hence $\|s'\|\ge D$.

**An example with a negative mode.** Take $H=\mathrm{diag}(-1,\tfrac14)$, $\mu=2$, $g=-(4,\tfrac{27}{4})$ and $D=2.5$. Then $A=\mathrm{diag}(1,\tfrac94)$, $s=(4,3)$, $\|s\|=5$, $w=(4,\tfrac43)$ and $\langle s,w\rangle=20$. The increment is $t=\tfrac{25}{20}\cdot1=1.25$. The new step is $s'=(\tfrac{16}{9},\tfrac{27}{14})$, of length about $2.623$, still above $2.5$.

The same argument in Lean 4:

```lean
import Mathlib

open scoped InnerProductSpace

namespace SafeSecularNewton

variable {E : Type*} [NormedAddCommGroup E] [InnerProductSpace ℝ E]

/-- The level-shifted Hessian `H + μ I`. -/
def shifted (H : E →ₗ[ℝ] E) (μ : ℝ) : E →ₗ[ℝ] E := H + μ • LinearMap.id

/-- The quadratic form of `A` is positive on every nonzero vector. -/
def PosDefinite (A : E →ₗ[ℝ] E) : Prop := ∀ x, x ≠ 0 → 0 < ⟪x, A x⟫_ℝ

/-- The updated shift `μ + (‖s‖² / ⟨s, w⟩) (‖s‖ - D) / D`, where `w` stands for `A⁻¹ s`;
its domain is `⟨s, w⟩ ≠ 0` and `D ≠ 0`. -/
noncomputable def newtonShift (D μ : ℝ) (s w : E) : ℝ :=
  μ + ‖s‖ ^ 2 / ⟪s, w⟫_ℝ * ((‖s‖ - D) / D)

/-- The shifted Hessian acts as `x ↦ H x + μ x`. -/
theorem shifted_apply (H : E →ₗ[ℝ] E) (μ : ℝ) (x : E) :
    shifted H μ x = H x + μ • x := rfl

/-- A positive definite operator is injective. -/
theorem PosDefinite.injective {A : E →ₗ[ℝ] E} (hA : PosDefinite A) :
    Function.Injective A := by
  intro x y hxy
  by_contra h
  have h1 := hA (x - y) (sub_ne_zero.2 h)
  rw [map_sub, hxy, sub_self, inner_zero_right] at h1
  exact lt_irrefl _ h1

/-- Raising the shift keeps a positive definite shifted Hessian positive definite. -/
theorem PosDefinite.mono {H : E →ₗ[ℝ] E} {μ ν : ℝ} (hA : PosDefinite (shifted H μ))
    (h : μ ≤ ν) : PosDefinite (shifted H ν) := by
  intro x hx
  have h1 := hA x hx
  simp only [shifted_apply, inner_add_right, real_inner_smul_right,
    real_inner_self_eq_norm_sq] at h1 ⊢
  linarith [mul_le_mul_of_nonneg_right h (sq_nonneg ‖x‖)]

/-- In finite dimension a linear system with a positive definite operator has exactly one
solution for each right-hand side. -/
theorem existsUnique_step [FiniteDimensional ℝ E] {A : E →ₗ[ℝ] E} (hA : PosDefinite A)
    (b : E) : ∃! s, A s = b := by
  obtain ⟨s, hs⟩ := LinearMap.injective_iff_surjective.1 hA.injective b
  exact ⟨s, hs, fun y hy => hA.injective (hy.trans hs.symm)⟩

variable {H : E →ₗ[ℝ] E} {μ t D : ℝ} {g s s' w : E}

/-- Let `A = H + μ I` be positive definite, with `A s = -g`, `A w = s` and
`(A + t I) s' = -g`. Then `s = s' + t u` for some `u` with `A u = s'`. -/
theorem step_difference (hA : PosDefinite (shifted H μ)) (hs : shifted H μ s = -g)
    (hw : shifted H μ w = s) (hs' : shifted H (μ + t) s' = -g) :
    ∃ u, shifted H μ u = s' ∧ s = s' + t • u := by
  have h : shifted H μ s = shifted H μ s' + t • s' := by
    rw [hs, ← hs']
    simp only [shifted_apply]
    module
  rcases eq_or_ne t 0 with ht | ht
  · have e : s = s' := hA.injective (by rw [h, ht, zero_smul, add_zero])
    exact ⟨w, hw.trans e, by rw [ht, zero_smul, add_zero, e]⟩
  · refine ⟨t⁻¹ • (s - s'), ?_, ?_⟩
    · rw [map_smul, map_sub, h, add_sub_cancel_left, smul_smul, inv_mul_cancel₀ ht, one_smul]
    · rw [smul_smul, mul_inv_cancel₀ ht, one_smul]
      abel

/-- Let `H` be symmetric and `A = H + μ I` positive definite, with `A s = -g` and `A w = s`.
If `t ≥ 0` and `(A + t I) s' = -g`, then `‖s‖³ ≤ ‖s'‖ (‖s‖² + t ⟨s, w⟩)`. -/
theorem secular_tangent_bound (hH : H.IsSymmetric) (hA : PosDefinite (shifted H μ))
    (ht : 0 ≤ t) (hs : shifted H μ s = -g) (hw : shifted H μ w = s)
    (hs' : shifted H (μ + t) s' = -g) :
    ‖s‖ ^ 3 ≤ ‖s'‖ * (‖s‖ ^ 2 + t * ⟪s, w⟫_ℝ) := by
  obtain ⟨u, hu, hsu⟩ := step_difference hA hs hw hs'
  have hn : ∀ x, 0 ≤ ⟪x, shifted H μ x⟫_ℝ := fun x => by
    rcases eq_or_ne x 0 with h | h
    · rw [h, inner_zero_left]
    · exact (hA x h).le
  have sym : ⟪w, s'⟫_ℝ = ⟪s, u⟫_ℝ := by
    have h1 := hH w u
    rw [← hu, ← hw]
    simp only [shifted_apply, inner_add_left, inner_add_right, real_inner_smul_left,
      real_inner_smul_right]
    linarith
  have e1 : ⟪s, s⟫_ℝ = ⟪s, s'⟫_ℝ + t * ⟪s, u⟫_ℝ := by
    have h := congrArg (fun x => ⟪s, x⟫_ℝ) hsu
    simpa only [inner_add_right, real_inner_smul_right] using h
  have e2 : ⟪s', s⟫_ℝ = ⟪s', s'⟫_ℝ + t * ⟪s', u⟫_ℝ := by
    have h := congrArg (fun x => ⟪s', x⟫_ℝ) hsu
    simpa only [inner_add_right, real_inner_smul_right] using h
  have c1 : ⟪u, s'⟫_ℝ = ⟪s', u⟫_ℝ := real_inner_comm _ _
  have c2 : ⟪u, s⟫_ℝ = ⟪s, u⟫_ℝ := real_inner_comm _ _
  have c3 : ⟪w, s⟫_ℝ = ⟪s, w⟫_ℝ := real_inner_comm _ _
  have c4 : ⟪s', s⟫_ℝ = ⟪s, s'⟫_ℝ := real_inner_comm _ _
  -- the form ‖x‖² + t ⟨x, A⁻¹ x⟩ is nonnegative at x = s' - c s
  have key : ∀ c : ℝ, 0 ≤ (‖s‖ ^ 2 + t * ⟪s, w⟫_ℝ) * (c * c) + (-2 * ‖s‖ ^ 2) * c
      + ⟪s, s'⟫_ℝ := by
    intro c
    have h1 := hn (u - c • w)
    rw [map_sub, map_smul, hu, hw] at h1
    have h2 : 0 ≤ ⟪s' - c • s, s' - c • s⟫_ℝ := real_inner_self_nonneg
    simp only [inner_sub_left, inner_sub_right, real_inner_smul_left,
      real_inner_smul_right] at h1 h2
    rw [c1, c2, c3, sym] at h1
    rw [c4] at h2 e2
    have h3 := mul_nonneg ht h1
    rw [← real_inner_self_eq_norm_sq]
    linear_combination h2 + h3 + (2 * c) * e1 + (-1) * e2
  have hd := discrim_le_zero key
  unfold discrim at hd
  have hp : 0 ≤ ⟪s, w⟫_ℝ := by
    have h := hn w
    rwa [hw, c3] at h
  have hP : 0 ≤ ‖s‖ ^ 2 + t * ⟪s, w⟫_ℝ := by positivity
  rcases eq_or_ne s 0 with h0 | h0
  · simp [h0]
  · -- Cauchy-Schwarz, then cancel one factor ‖s‖
    have cs := mul_le_mul_of_nonneg_left (real_inner_le_norm s s') hP
    have h4 : ‖s‖ * ‖s‖ ^ 3 ≤ ‖s‖ * (‖s'‖ * (‖s‖ ^ 2 + t * ⟪s, w⟫_ℝ)) := by
      nlinarith [cs, hd]
    exact le_of_mul_le_mul_left h4 (norm_pos_iff.2 h0)

/-- Safe secular Newton step: let `H` be symmetric, `A = H + μ I` positive definite, `A s = -g`,
`A w = s` and `‖s‖ ≥ D > 0`. Then the updated shift is at least `μ`, and the step `s'` computed
with it still has length at least `D`. -/
theorem safe_newton_step (hH : H.IsSymmetric) (hA : PosDefinite (shifted H μ)) (hD : 0 < D)
    (hs : shifted H μ s = -g) (hw : shifted H μ w = s) (hsD : D ≤ ‖s‖)
    (hs' : shifted H (newtonShift D μ s w) s' = -g) :
    μ ≤ newtonShift D μ s w ∧ D ≤ ‖s'‖ := by
  have hn : 0 < ‖s‖ := hD.trans_le hsD
  have hw0 : w ≠ 0 := by
    intro h
    rw [← hw, h, map_zero, norm_zero] at hn
    exact lt_irrefl _ hn
  have hp : 0 < ⟪s, w⟫_ℝ := by
    have h := hA w hw0
    rwa [hw, real_inner_comm] at h
  have ht : 0 ≤ ‖s‖ ^ 2 / ⟪s, w⟫_ℝ * ((‖s‖ - D) / D) :=
    mul_nonneg (by positivity) (div_nonneg (sub_nonneg.2 hsD) hD.le)
  have key := secular_tangent_bound hH hA ht hs hw hs'
  -- for the Newton increment the bracket is ‖s‖³ / D
  have e : ‖s‖ ^ 2 + ‖s‖ ^ 2 / ⟪s, w⟫_ℝ * ((‖s‖ - D) / D) * ⟪s, w⟫_ℝ = ‖s‖ ^ 3 / D := by
    have hp0 := hp.ne'
    field_simp
    ring
  rw [e, ← mul_div_assoc, le_div_iff₀ hD] at key
  refine ⟨by unfold newtonShift; linarith, ?_⟩
  exact le_of_mul_le_mul_left (by linarith : ‖s‖ ^ 3 * D ≤ ‖s‖ ^ 3 * ‖s'‖) (by positivity)

/-- If `A = H + μ I` is positive definite, `A s = -g`, `A w = s`, `‖s‖ ≥ D > 0` and the step `s`
is an eigenvector of `A`, then a single update gives a step of length exactly `D`. -/
theorem exact_of_eigenvector {a : ℝ} (hA : PosDefinite (shifted H μ)) (hD : 0 < D)
    (hs : shifted H μ s = -g) (hw : shifted H μ w = s) (hsD : D ≤ ‖s‖)
    (he : shifted H μ s = a • s) (hs' : shifted H (newtonShift D μ s w) s' = -g) :
    ‖s'‖ = D := by
  have hn : 0 < ‖s‖ := hD.trans_le hsD
  have ha : 0 < a := by
    have h := hA s (norm_pos_iff.1 hn)
    rw [he, real_inner_smul_right, real_inner_self_eq_norm_sq] at h
    exact (pos_iff_pos_of_mul_pos h).2 (by positivity)
  have haw : a • w = s := hA.injective (by rw [map_smul, hw, he])
  have hp : a * ⟪s, w⟫_ℝ = ‖s‖ ^ 2 := by
    rw [← real_inner_smul_right, haw, real_inner_self_eq_norm_sq]
  have hp0 : ⟪s, w⟫_ℝ ≠ 0 := by
    intro h
    rw [h, mul_zero] at hp
    exact (pow_pos hn 2).ne hp
  have hμ : newtonShift D μ s w = μ + a * ((‖s‖ - D) / D) := by
    rw [newtonShift, ← hp, mul_div_assoc, div_self hp0, mul_one]
  rw [hμ] at hs'
  have hτ : 0 ≤ a * ((‖s‖ - D) / D) :=
    mul_nonneg ha.le (div_nonneg (sub_nonneg.2 hsD) hD.le)
  have hs2 : shifted H (μ + a * ((‖s‖ - D) / D)) s = (a + a * ((‖s‖ - D) / D)) • s := by
    rw [shifted_apply] at he ⊢
    rw [add_smul, ← add_assoc, he, ← add_smul]
  -- the new step is the old one rescaled to length D
  have h : s' = (D / ‖s‖) • s := by
    apply (hA.mono (le_add_of_nonneg_right hτ)).injective
    rw [hs', ← hs, he, map_smul, hs2, smul_smul]
    congr 1
    have hn0 := hn.ne'
    field_simp
    ring
  rw [h, norm_smul, Real.norm_of_nonneg (by positivity), div_mul_cancel₀ _ hn.ne']

end SafeSecularNewton
```

```lean
#print axioms SafeSecularNewton.existsUnique_step
#print axioms SafeSecularNewton.safe_newton_step
#print axioms SafeSecularNewton.exact_of_eigenvector
```

```
'SafeSecularNewton.existsUnique_step' depends on axioms: [propext, Classical.choice, Quot.sound]
'SafeSecularNewton.safe_newton_step' depends on axioms: [propext, Classical.choice, Quot.sound]
'SafeSecularNewton.exact_of_eigenvector' depends on axioms: [propext, Classical.choice, Quot.sound]
```

## What the theorems say

`safe_newton_step` is the answer to your question. The space `E` is any real inner product space, and `H` is a linear map with `H.IsSymmetric`. `shifted H μ` is $A$, and `PosDefinite` says that its quadratic form is positive on nonzero vectors. No inverse operator appears: `w` is a vector with $Aw=s$, and `newtonShift D μ s w` is $\mu'$. The conclusion holds for every `s'` that solves the new system. In finite dimension, `existsUnique_step` supplies exactly one solution of each system, and `PosDefinite.mono` keeps the operator positive definite at the larger shift. The next update therefore starts from the same conditions.

The theorem concerns one update and gives no convergence rate. It also takes the linear systems as solved exactly, whereas an iterative solver leaves a residual. It bears on trust-region steps in geometry or orbital optimisation, for a fixed quadratic model with the step measured in the norm of `E`.

## How Lean reaches the bound

`step_difference` finds $u$. For $t=0$, injectivity gives $s=s'$ and $u=w$ serves; otherwise $u=t^{-1}(s-s')$.

`secular_tangent_bound` proves $\|s\|^3\le P\|s'\|$ for any $t\ge0$. Its `sym` is the symmetry identity, and `e1` and `e2` are the inner products of $s=s'+tu$ with $s$ and $s'$. The quadratic in $c$ is `key`, where positivity of $A$ is applied to $u-cw=A^{-1}(s'-cs)$. Then `discrim_le_zero` gives the discriminant inequality, and `nlinarith` joins it to Cauchy-Schwarz. `safe_newton_step` inserts the Newton increment through `e`, the identity $P=\|s\|^3/D$.

`exact_of_eigenvector` shows that the bound can be attained. If $As=as$, then $w=s/a$ and $t=a(\|s\|-D)/D$, so $A+tI$ multiplies $s$ by $a\|s\|/D$. Hence $s'=(D/\|s\|)s$, and one update lands exactly on the trust radius.
